# Correlation shrinks the signed gap of a two-level G0W0 model when 0 < interlevel coupling ≤ intralevel coupling

A root search for a G0W0 energy level can converge to the wrong solution. The level solves w = e + Σ(w), where e is its mean-field energy and Σ is the correlation self-energy. The unknown w also sits inside Σ, which has poles, so there may be several solutions. The search may then return a satellite instead of the quasiparticle, and a gap computed from it is wrong. An energy range known to hold exactly one solution settles which root a search inside that range will find.

The model here has a valence level ev, a conduction level ec > ev, and one plasmon energy Ω > 0. The self-energies of the two levels are

Σv(w) = g²/(w − ev + Ω) + k²/(w − ec − Ω)

Σc(w) = k²/(w − ev + Ω) + g²/(w − ec − Ω)

The number g measures how strongly the charge density of a level couples to the plasmon, and is taken to be the same for both levels. The number k does this for the transition density between the levels. Spin factors are absorbed into g² and k².

If 0 < k² ≤ g², each quasiparticle equation has exactly one solution between the poles. The valence solution Ev lies above ev and the conduction solution Ec lies below ec. The signed gap Ec − Ev is therefore smaller than ec − ev. As long as the gap stays open, this is the narrowing of a Hartree–Fock gap by correlation, within this two-level, one-plasmon model.

The condition k² ≤ g² is assumed, not derived. It fails, for example, in an inversion-symmetric dimer with one even and one odd level: the plasmon, built from the transition between them, is odd, so g vanishes by parity.

## The self-energy and its quasiparticle equation

```lean
import Mathlib

open Set

namespace TwoLevelGW

noncomputable section
```

This loads the mathematical library Mathlib and opens a namespace for the names that follow.

```lean
/-- Correlation self-energy of a two-level system with one plasmon energy `Ω`: a pole of
weight `a ^ 2` at `ev - Ω` and a pole of weight `b ^ 2` at `ec + Ω`. -/
def selfEnergy (ev ec Ω a b w : ℝ) : ℝ :=
  a ^ 2 / (w - ev + Ω) + b ^ 2 / (w - ec - Ω)
```

A `def` introduces a function. All its arguments are real numbers, so there is no broadening of the poles. The weight a² belongs to the lower pole, at ev − Ω, and b² to the upper one, at ec + Ω. The valence self-energy is therefore the case (a, b) = (g, k), and the conduction self-energy is (a, b) = (k, g). The pole positions use the mean-field energies and are never updated, as the subscripts in G0W0 indicate.

```lean
/-- The energy `w` lies between the two poles and solves the quasiparticle equation
`w = e + Σ(w)` for the mean-field level `e`. -/
def IsQuasiparticle (ev ec Ω a b e w : ℝ) : Prop :=
  w ∈ Ioo (ev - Ω) (ec + Ω) ∧ w = e + selfEnergy ev ec Ω a b w
```

A `Prop` is a statement that may be true or false. This one says that w lies in the open interval `Ioo (ev - Ω) (ec + Ω)`, strictly between the poles, and satisfies w = e + Σ(w). The level e is a separate argument: it is ev for the valence equation and ec for the conduction equation. Here "quasiparticle" is simply the name for a solution between the poles; at strong coupling it need not be the solution with the largest spectral weight.

## Between the poles, Σ only decreases

```lean
/-- The self-energy written with denominators that are positive between the poles. -/
lemma selfEnergy_eq (ev ec Ω a b w : ℝ) :
    selfEnergy ev ec Ω a b w = a ^ 2 / (w - ev + Ω) - b ^ 2 / (ec + Ω - w) := by
  unfold selfEnergy
  rw [show w - ec - Ω = -(ec + Ω - w) by ring, div_neg]
  ring
```

The second denominator in the definition is negative between the poles. Turning its sign around gives

Σ(w) = a²/(w − ev + Ω) − b²/(ec + Ω − w)

with both denominators positive there.

```lean
/-- Between its two poles the self-energy strictly decreases with energy. -/
theorem selfEnergy_strictAntiOn {ev ec Ω a b : ℝ} (ha : a ≠ 0) :
    StrictAntiOn (selfEnergy ev ec Ω a b) (Ioo (ev - Ω) (ec + Ω)) := by
  intro x hx y hy hxy
  obtain ⟨hx1, hx2⟩ := hx
  obtain ⟨hy1, hy2⟩ := hy
  have ha2 : 0 < a ^ 2 := by positivity
  have h1 : a ^ 2 / (y - ev + Ω) < a ^ 2 / (x - ev + Ω) :=
    div_lt_div_of_pos_left ha2 (by linarith) (by linarith)
  have h2 : b ^ 2 / (ec + Ω - x) ≤ b ^ 2 / (ec + Ω - y) :=
    div_le_div_of_nonneg_left (sq_nonneg b) (by linarith) (by linarith)
  rw [selfEnergy_eq, selfEnergy_eq]
  linarith
```

The braces hold arguments that Lean infers, and `(ha : a ≠ 0)` is a hypothesis with a name. The conclusion says that Σ is strictly decreasing on the interval.

By hand, take x < y between the poles. The first denominator grows from x to y and the second shrinks, so

a²/(y − ev + Ω) < a²/(x − ev + Ω)

b²/(ec + Ω − x) ≤ b²/(ec + Ω − y)

Together these give Σ(y) < Σ(x). They are `h1` and `h2` in the code, and `linarith`, which combines linear inequalities, finishes the proof. The second inequality is not strict because b may be zero here.

```lean
/-- A trial energy `x` between the poles lies below the quasiparticle energy exactly when
`x - e < Σ(x)`, and above it exactly when `Σ(x) < x - e`. -/
theorem trial_energy_test {ev ec Ω a b e w x : ℝ} (ha : a ≠ 0)
    (hw : IsQuasiparticle ev ec Ω a b e w) (hx : x ∈ Ioo (ev - Ω) (ec + Ω)) :
    (x < w ↔ x - e < selfEnergy ev ec Ω a b x) ∧
      (w < x ↔ selfEnergy ev ec Ω a b x < x - e) := by
  obtain ⟨hm, heq⟩ := hw
  rcases lt_trichotomy x w with h | h | h
  · have hs := selfEnergy_strictAntiOn (b := b) ha hx hm h
    exact ⟨⟨fun _ => by linarith, fun _ => h⟩,
      ⟨fun _ => by linarith, fun _ => by linarith⟩⟩
  · subst h
    exact ⟨⟨fun _ => by linarith, fun _ => by linarith⟩,
      ⟨fun _ => by linarith, fun _ => by linarith⟩⟩
  · have hs := selfEnergy_strictAntiOn (b := b) ha hm hx h
    exact ⟨⟨fun _ => by linarith, fun _ => by linarith⟩,
      ⟨fun _ => by linarith, fun _ => h⟩⟩
```

Let w be a quasiparticle energy and x any trial energy between the poles. The theorem says that comparing x − e with Σ(x) tells on which side of w the trial energy lies.

- If x < w, then Σ(x) > Σ(w) = w − e > x − e.
- If x = w, then Σ(x) = x − e.
- If x > w, then Σ(x) < Σ(w) = w − e < x − e.

The three cases exclude one another and cover everything, so each implication also holds in reverse. In Lean, `lt_trichotomy` makes this split.

## One solution, and only one

```lean
/-- For any mean-field level `e` and non-zero couplings, the quasiparticle equation has
exactly one solution between the two poles. -/
theorem existsUnique_quasiparticle {ev ec Ω a b : ℝ} (e : ℝ) (hgap : ev < ec) (hΩ : 0 < Ω)
    (ha : a ≠ 0) (hb : b ≠ 0) : ∃! w, IsQuasiparticle ev ec Ω a b e w := by
  have ha2 : 0 < a ^ 2 := by positivity
  have hb2 : 0 < b ^ 2 := by positivity
  have hD : 0 < ec + Ω - (ev - Ω) := by linarith
  -- clearing denominators gives a cubic with opposite signs at the two poles
  obtain ⟨p, hp⟩ : ∃ p : ℝ → ℝ, p = fun w =>
      (w - e) * ((w - ev + Ω) * (ec + Ω - w)) - a ^ 2 * (ec + Ω - w)
        + b ^ 2 * (w - ev + Ω) := ⟨_, rfl⟩
  have hcont : Continuous p := by
    rw [hp]
    fun_prop
  have hL : p (ev - Ω) < 0 := by
    have h : p (ev - Ω) = -(a ^ 2 * (ec + Ω - (ev - Ω))) := by
      simp only [hp]
      ring
    have := mul_pos ha2 hD
    linarith
  have hR : 0 < p (ec + Ω) := by
    have h : p (ec + Ω) = b ^ 2 * (ec + Ω - (ev - Ω)) := by
      simp only [hp]
      ring
    have := mul_pos hb2 hD
    linarith
  obtain ⟨w, hw, h0⟩ := intermediate_value_Ioo (by linarith : ev - Ω ≤ ec + Ω)
    hcont.continuousOn (⟨hL, hR⟩ : (0 : ℝ) ∈ Ioo (p (ev - Ω)) (p (ec + Ω)))
  have hA : w - ev + Ω ≠ 0 := by
    have := hw.1
    exact ne_of_gt (by linarith)
  have hB : ec + Ω - w ≠ 0 := by
    have := hw.2
    exact ne_of_gt (by linarith)
  simp only [hp] at h0
  have hs : selfEnergy ev ec Ω a b w = w - e := by
    rw [selfEnergy_eq, div_sub_div _ _ hA hB, div_eq_iff (mul_ne_zero hA hB)]
    linear_combination -h0
  refine ⟨w, ⟨hw, by linarith⟩, ?_⟩
  -- a second solution would contradict the trial-energy test
  intro y hy
  have ht := trial_energy_test ha hy hw
  rcases lt_trichotomy y w with h | h | h
  · have := ht.2.1 h
    linarith
  · exact h
  · have := ht.1.1 h
    linarith
```

The symbol `∃!` means "there is exactly one". The level e is arbitrary, and both couplings must be non-zero.

For existence, multiply the equation by both positive denominators and collect everything on one side:

p(w) = (w − e)(w − ev + Ω)(ec + Ω − w) − a²(ec + Ω − w) + b²(w − ev + Ω)

Let L = ec − ev + 2Ω > 0 be the distance between the poles. At the poles the cubic takes the values

p(ev − Ω) = −a²L < 0

p(ec + Ω) = b²L > 0

Since p is continuous, it vanishes at some w strictly between them. Dividing by the two positive factors gives back w − e = Σ(w). In the code, `hL` and `hR` are the two signs, `intermediate_value_Ioo` supplies the root, and `linear_combination` checks the algebra that returns to the original equation.

For uniqueness, suppose y is also a solution, and use w as a trial energy for y. Since w − e = Σ(w), the test places w neither below nor above y, so y = w.

## The conduction level is a reflected valence level

```lean
/-- Reflection of the energy about midgap turns the conduction quasiparticle equation into
the valence one. -/
theorem conduction_iff_valence (ev ec Ω g k w : ℝ) :
    IsQuasiparticle ev ec Ω k g ec w ↔ IsQuasiparticle ev ec Ω g k ev (ev + ec - w) := by
  have hs : selfEnergy ev ec Ω k g w = -selfEnergy ev ec Ω g k (ev + ec - w) := by
    unfold selfEnergy
    rw [show ev + ec - w - ev + Ω = -(w - ec - Ω) by ring,
      show ev + ec - w - ec - Ω = -(w - ev + Ω) by ring, div_neg, div_neg]
    ring
  simp only [IsQuasiparticle, mem_Ioo]
  constructor <;> rintro ⟨⟨h1, h2⟩, h3⟩ <;>
    exact ⟨⟨by linarith, by linarith⟩, by linarith⟩
```

The symbol `↔` means "if and only if". On the left is the conduction equation for w, and on the right the valence equation for the reflected energy w′ = ev + ec − w. The denominators transform as

w′ − ev + Ω = −(w − ec − Ω)

w′ − ec − Ω = −(w − ev + Ω)

so Σv(w′) = −Σc(w), which is `hs` in the code. If w = ec + Σc(w), then

w′ = ev + ec − w = ev − Σc(w) = ev + Σv(w′)

and the same steps run backwards. The reflection also maps the interval between the poles onto itself. This symmetry relies on both levels having the same g.

## The valence level rises and the gap shrinks

```lean
/-- If `0 < k ^ 2 ≤ g ^ 2`, the valence level moves up, by less than the self-energy evaluated at
the mean-field level. -/
theorem valence_shift {ev ec Ω g k Ev : ℝ} (hgap : ev < ec) (hΩ : 0 < Ω) (hk : k ≠ 0)
    (hkg : k ^ 2 ≤ g ^ 2) (hv : IsQuasiparticle ev ec Ω g k ev Ev) :
    0 < Ev - ev ∧ Ev - ev < selfEnergy ev ec Ω g k ev := by
  have hk2 : 0 < k ^ 2 := by positivity
  have hg : g ≠ 0 := by
    rintro rfl
    norm_num at hkg
    exact hk hkg
  have hm : ev ∈ Ioo (ev - Ω) (ec + Ω) := ⟨by linarith, by linarith⟩
  -- the nearer pole has at least as much weight, so it wins
  have hpos : 0 < selfEnergy ev ec Ω g k ev := by
    have h1 : k ^ 2 / (ec + Ω - ev) < k ^ 2 / Ω :=
      div_lt_div_of_pos_left hk2 hΩ (by linarith)
    have h2 : k ^ 2 / Ω ≤ g ^ 2 / Ω := by gcongr
    rw [selfEnergy_eq, show ev - ev + Ω = Ω by ring]
    linarith
  have hup : ev < Ev := (trial_energy_test hg hv hm).1.2 (by linarith)
  have hs := selfEnergy_strictAntiOn (b := k) hg hm hv.1 hup
  have heq := hv.2
  exact ⟨by linarith, by linarith⟩
```

Write Δ = ec − ev. At the mean-field level the lower pole is at distance Ω and the upper one at distance Δ + Ω. The nearer pole has at least as much weight, so

Σv(ev) = g²/Ω − k²/(Δ + Ω) > g²/Ω − k²/Ω ≥ 0

This is `hpos`. Now use x = ev as a trial energy: x − ev = 0 < Σv(ev), so ev < Ev. Because Σv decreases,

Ev − ev = Σv(Ev) < Σv(ev)

The true shift is therefore positive, but smaller than the on-shell estimate Σv(ev).

```lean
/-- If `0 < k ^ 2 ≤ g ^ 2`, both quasiparticle equations have exactly one solution between the
poles; the valence level rises, the conduction level falls, and the signed gap `Ec - Ev` is smaller
than the mean-field gap `ec - ev`. -/
theorem correlation_shrinks_gap {ev ec Ω g k : ℝ} (hgap : ev < ec) (hΩ : 0 < Ω)
    (hk : k ≠ 0) (hkg : k ^ 2 ≤ g ^ 2) :
    (∃! w, IsQuasiparticle ev ec Ω g k ev w) ∧ (∃! w, IsQuasiparticle ev ec Ω k g ec w) ∧
      ∀ Ev Ec, IsQuasiparticle ev ec Ω g k ev Ev → IsQuasiparticle ev ec Ω k g ec Ec →
        ev < Ev ∧ Ec < ec ∧ Ec - Ev < ec - ev := by
  have hg : g ≠ 0 := by
    rintro rfl
    norm_num at hkg
    exact hk hkg
  refine ⟨existsUnique_quasiparticle ev hgap hΩ hg hk,
    existsUnique_quasiparticle ec hgap hΩ hk hg, ?_⟩
  intro Ev Ec hv hc
  have h1 := (valence_shift hgap hΩ hk hkg hv).1
  have h2 := (valence_shift hgap hΩ hk hkg ((conduction_iff_valence ..).1 hc)).1
  exact ⟨by linarith, by linarith, by linarith⟩
```

The conclusion has three parts joined by `∧`, "and". The first two say that each equation has exactly one solution between the poles. The third says that any such solutions Ev and Ec satisfy ev < Ev, Ec < ec and Ec − Ev < ec − ev.

Existence and uniqueness come from the earlier theorem, applied once with (g, k) and once with (k, g). For the conduction level, ev + ec − Ec solves the valence equation by reflection. The valence result then gives ev < ev + ec − Ec, which is Ec < ec. Subtracting the two level shifts gives the statement about the gap.

The gap Ec − Ev is a signed number here, and nothing so far keeps it positive.

```lean
/-- The two quasiparticle energies keep the midgap energy fixed, and the corrected gap is
positive exactly when `g ^ 2 - k ^ 2 < (Δ / 2) * (Δ / 2 + Ω)` with `Δ = ec - ev`. -/
theorem midgap_fixed_and_gap_open_iff {ev ec Ω g k Ev Ec : ℝ} (hgap : ev < ec) (hΩ : 0 < Ω)
    (hg : g ≠ 0) (hv : IsQuasiparticle ev ec Ω g k ev Ev)
    (hc : IsQuasiparticle ev ec Ω k g ec Ec) :
    Ev + Ec = ev + ec ∧
      (Ev < Ec ↔ g ^ 2 - k ^ 2 < (ec - ev) / 2 * ((ec - ev) / 2 + Ω)) := by
  have hc' := (conduction_iff_valence ..).1 hc
  have hsum : Ev + Ec = ev + ec := by
    have ht := trial_energy_test hg hv hc'.1
    have heq := hc'.2
    rcases lt_trichotomy (ev + ec - Ec) Ev with h | h | h
    · have := ht.1.1 h
      linarith
    · linarith
    · have := ht.2.1 h
      linarith
  refine ⟨hsum, ?_⟩
  -- the gap is open when the valence solution lies below midgap
  have hm : (ev + ec) / 2 ∈ Ioo (ev - Ω) (ec + Ω) := ⟨by linarith, by linarith⟩
  have hmid : Ev < Ec ↔ Ev < (ev + ec) / 2 :=
    ⟨fun h => by linarith, fun h => by linarith⟩
  have hD : 0 < (ec - ev) / 2 + Ω := by linarith
  rw [hmid, (trial_energy_test hg hv hm).2, selfEnergy_eq,
    show (ev + ec) / 2 - ev + Ω = (ec - ev) / 2 + Ω by ring,
    show ec + Ω - (ev + ec) / 2 = (ec - ev) / 2 + Ω by ring,
    show (ev + ec) / 2 - ev = (ec - ev) / 2 by ring, ← sub_div, div_lt_iff₀ hD]

end

end TwoLevelGW
```

This theorem assumes g ≠ 0 but not k² ≤ g². Its first claim is that the midpoint of the levels stays put. The reflected energy ev + ec − Ec solves the valence equation, as Ev does, so the two are equal and Ev + Ec = ev + ec.

The gap is therefore positive exactly when Ev lies below midgap, m = (ev + ec)/2. Both poles are at distance Δ/2 + Ω from m, so

Σv(m) = (g² − k²)/(Δ/2 + Ω)

The trial-energy test says that Ev < m exactly when Σv(m) < m − ev = Δ/2. Multiplying by the positive distance gives the criterion

g² − k² < (Δ/2)(Δ/2 + Ω)

When it fails, Ec ≤ Ev: the coupling has closed or inverted the gap. The long `rw` at the end performs these substitutions in order.

## Finding the root in a calculation

The trial-energy test is the update rule of a bisection search. Start with the two poles as the bracket and evaluate Σ at its midpoint x. If x − e < Σ(x), the root lies above x and the lower end moves up to x; if x − e > Σ(x), the upper end moves down. In the model this search cannot end on a solution outside the poles, because it never leaves the initial bracket, and that bracket holds exactly one root.

Many codes use a linearised solution instead:

w ≈ e + Z Σ(e), with Z = 1/(1 − Σ′(e))

This is the first Newton step from w = e. Take ev = −1, ec = 1, Ω = 3, g² = 2.1 and k² = 0.45 in some energy unit. The plasmon energy is chosen above the mean-field gap of 2, because the random-phase approximation for these two levels puts it there. The valence root is Ev = −0.5, since

Σv(−0.5) = 2.1/3.5 − 0.45/4.5 = 0.6 − 0.1 = 0.5

By reflection Ec = 0.5, so the gap falls from 2 to 1. The on-shell shift would be Σv(−1) = 0.61, and the linearised one is about 0.49, against the true 0.5.

In a calculation that starts from Kohn–Sham orbitals, e is the Kohn–Sham energy with the exchange–correlation potential replaced by exact exchange, while the poles keep the Kohn–Sham energies. Then e generally differs from ev or ec. The existence and uniqueness theorem allows for this in the two-level model, but the theorem on the shrinking gap does not.

```lean
#print axioms TwoLevelGW.correlation_shrinks_gap
-- 'TwoLevelGW.correlation_shrinks_gap' depends on axioms: [propext, Classical.choice, Quot.sound]
#print axioms TwoLevelGW.midgap_fixed_and_gap_open_iff
-- 'TwoLevelGW.midgap_fixed_and_gap_open_iff' depends on axioms: [propext, Classical.choice, Quot.sound]
```
